# A wide enough rectangular tunnel barrier favours the smaller lateral wavenumber by any given factor

Rank two tunnelling channels by their decay constants alone, and the order can come out wrong. In a thin barrier, a slowly decaying wave that is badly matched to its leads may transmit less than a fast decaying one that is well matched. Value and slope matching fixes the prefactors that such a ranking leaves out. For a rectangular barrier whose top lies above the energy, with lead wavenumbers that do not change with the width, each prefactor stays between two positive constants, so the channel with the smaller decay constant dominates in the limit of large width.

In Lean 4 with Mathlib:

```lean
import Mathlib

open Complex Filter

namespace SymmetryFiltering

noncomputable section
```

## Barrier, leads and flux

Take units with $\hbar^2/2m=1$. Let $U>0$ be the barrier height measured from the energy, so that the electron tunnels, and let $g$ be the lateral wavenumber. The decay constant is $\kappa=\sqrt{U+g^2}$.

```lean
/-- Decay constant `κ = √(U + g²)` in a barrier of height `U` above the energy, for lateral
wavenumber `g` (units `ħ²/2m = 1`, domain `U + g² ≥ 0`). -/
def decay (U g : ℝ) : ℝ := √(U + g ^ 2)
```

The barrier fills $0\le z\le d$. The leads have normal wavenumbers $k_L,k_R>0$, written `kL` and `kR`. On the left the wave is $e^{ik_Lz}+re^{-ik_Lz}$, on the right $te^{ik_R(z-d)}$, so the phase of $t$ refers to the exit face. Matching to the barrier wave $\varphi$ requires

$$\varphi(0)=1+r,\quad \varphi'(0)=ik_L(1-r),\quad \varphi(d)=t,\quad \varphi'(d)=ik_Rt.$$

`IsTransmitted` says that some $r$ and some solution of $\varphi''=(U+g^2)\varphi$ meet these conditions. No exponential form is assumed. The solution is taken on the whole line for convenience; only its values and slopes at the two faces enter. Matching plain slopes means equal effective mass everywhere.

```lean
/-- `t` is a transmitted amplitude for a barrier on `[0, d]`: some solution of
`φ'' = (U + g²) φ` joins, in value and slope, an incident wave of unit amplitude plus a reflected
wave at `0` and an outgoing wave of amplitude `t` at `d`. -/
def IsTransmitted (kL kR U g d : ℝ) (t : ℂ) : Prop :=
  ∃ (r : ℂ) (φ φ' : ℝ → ℂ), (∀ z, HasDerivAt φ (φ' z) z) ∧
    (∀ z, HasDerivAt φ' (((U + g ^ 2 : ℝ) : ℂ) * φ z) z) ∧
    φ 0 = 1 + r ∧ φ' 0 = I * kL * (1 - r) ∧ φ d = t ∧ φ' d = I * kR * t
```

Flux is proportional to wavenumber times squared amplitude, which gives the transmission probability $T=(k_R/k_L)|t|^2$.

```lean
/-- Transmission probability: transmitted over incident flux, for lead wavenumbers
`kL ≠ 0` and `kR`. -/
def transmission (kL kR : ℝ) (t : ℂ) : ℝ := kR / kL * ‖t‖ ^ 2
```

Since $U+g^2>0$, the square root is positive,

```lean
/-- For `U > 0` the decay constant is positive. -/
theorem decay_pos {U : ℝ} (hU : 0 < U) (g : ℝ) : 0 < decay U g :=
  Real.sqrt_pos.2 (by positivity)
```

and squaring it returns $\kappa^2=U+g^2$.

```lean
/-- For `U > 0` the decay constant satisfies `κ² = U + g²`. -/
theorem decay_sq {U : ℝ} (hU : 0 < U) (g : ℝ) : decay U g ^ 2 = U + g ^ 2 :=
  Real.sq_sqrt (by positivity)
```

## How lateral oscillation speeds up the decay

Insert $\psi=e^{igx}\varphi(z)$ into $\partial_x^2\psi+\partial_z^2\psi=U\psi$. The lateral derivatives give $-g^2\psi$, hence

$$e^{igx}(\varphi''-g^2\varphi)=Ue^{igx}\varphi .$$

The exponential never vanishes, so this is equivalent to $\varphi''=(U+g^2)\varphi$. In the code, `c` is the value of $\varphi''$ at the point considered.

```lean
/-- For `φ` differentiable everywhere and twice differentiable at `z`, the wave `ψ = exp(igx) φ(z)`
obeys the Schrödinger equation `∂ₓ²ψ + ∂_z²ψ = Uψ` at `(x, z)` exactly when `φ'' = (U + g²) φ` at
`z`. -/
theorem lateral_separation (U g x z : ℝ) {φ φ' : ℝ → ℂ} {c : ℂ}
    (h1 : ∀ z, HasDerivAt φ (φ' z) z) (h2 : HasDerivAt φ' c z) :
    deriv (deriv fun s : ℝ => exp (I * g * s) * φ z) x
      + deriv (deriv fun s : ℝ => exp (I * g * x) * φ s) z = U * (exp (I * g * x) * φ z)
    ↔ c = ((U + g ^ 2 : ℝ) : ℂ) * φ z := by
  have he : ∀ s : ℝ, HasDerivAt (fun s : ℝ => exp (I * g * s)) (exp (I * g * s) * (I * g)) s := by
    intro s
    have hl : HasDerivAt (fun s : ℝ => I * g * (s : ℂ)) (I * g) s := by
      simpa using (hasDerivAt_id s).ofReal_comp.const_mul (I * (g : ℂ))
    exact hl.cexp
  have ex : (deriv fun s : ℝ => exp (I * g * s) * φ z)
      = fun s : ℝ => exp (I * g * s) * (I * g) * φ z :=
    funext fun s => ((he s).mul_const _).deriv
  have ez : (deriv fun s : ℝ => exp (I * g * x) * φ s) = fun s : ℝ => exp (I * g * x) * φ' s :=
    funext fun s => ((h1 s).const_mul _).deriv
  rw [ex, ez, (((he x).mul_const _).mul_const _).deriv, (h2.const_mul _).deriv]
  simp only [ofReal_add, ofReal_pow]
  constructor
  · intro h
    apply mul_left_cancel₀ (exp_ne_zero (I * g * x))
    linear_combination h - exp (I * g * x) * g ^ 2 * φ z * I_sq
  · intro h
    linear_combination exp (I * g * x) * h + exp (I * g * x) * g ^ 2 * φ z * I_sq
```

## Two conserved combinations

The next step needs $\frac{d}{dz}\cosh\kappa(z-s)=\kappa\sinh\kappa(z-s)$ and the same with the two functions exchanged.

```lean
/-- Derivatives of the hyperbolic functions `cosh κ(z-s)` and `sinh κ(z-s)`, as complex-valued
functions of position. -/
theorem hasDerivAt_hyperbolic (κ s z : ℝ) :
    HasDerivAt (fun z : ℝ => (Real.cosh (κ * (z - s)) : ℂ)) (Real.sinh (κ * (z - s)) * κ) z ∧
    HasDerivAt (fun z : ℝ => (Real.sinh (κ * (z - s)) : ℂ)) (Real.cosh (κ * (z - s)) * κ) z := by
  have hl : HasDerivAt (fun z : ℝ => κ * (z - s)) κ z := by
    simpa using ((hasDerivAt_id z).sub_const s).const_mul κ
  have hc := hl.cosh.ofReal_comp
  have hs := hl.sinh.ofReal_comp
  rw [ofReal_mul] at hc hs
  exact ⟨hc, hs⟩
```

Define

$$F=\kappa\cosh(\kappa z)\,\varphi-\sinh(\kappa z)\,\varphi',\qquad G=\cosh(\kappa z)\,\varphi'-\kappa\sinh(\kappa z)\,\varphi .$$

With $\varphi''=\kappa^2\varphi$, the terms of $F'$ cancel in pairs:

$$F'=\kappa^2\sinh(\kappa z)\varphi+\kappa\cosh(\kappa z)\varphi'-\kappa\cosh(\kappa z)\varphi'-\kappa^2\sinh(\kappa z)\varphi=0 .$$

Likewise

$$G'=\kappa\sinh(\kappa z)\varphi'+\kappa^2\cosh(\kappa z)\varphi-\kappa^2\cosh(\kappa z)\varphi-\kappa\sinh(\kappa z)\varphi'=0 .$$

Equating the values at $0$ and $d$ expresses $\kappa\varphi(0)$ and $\varphi'(0)$ through the exit data.

The Mathlib lemma `is_const_of_deriv_eq_zero` makes this work without the general solution or a uniqueness theorem for the differential equation. It takes a differentiable function with zero derivative and returns equality of its values at any two points. Differentiability is a separate input because `deriv` is set to zero where no derivative exists, so a step function would otherwise pass. The statements `hF` and `hG`, of type `HasDerivAt`, supply both inputs.

```lean
/-- Transfer across the barrier: for a solution of `φ'' = κ² φ`, the products `κ φ(0)` and the slope
`φ'(0)` are expressed through the value and slope at `d`. For `κ ≠ 0` this determines `φ(0)`. -/
theorem barrier_transfer (κ d : ℝ) {φ φ' : ℝ → ℂ} (h1 : ∀ z, HasDerivAt φ (φ' z) z)
    (h2 : ∀ z, HasDerivAt φ' (((κ ^ 2 : ℝ) : ℂ) * φ z) z) :
    κ * φ 0 = κ * (Real.cosh (κ * d) * φ d) - Real.sinh (κ * d) * φ' d ∧
    φ' 0 = Real.cosh (κ * d) * φ' d - κ * (Real.sinh (κ * d) * φ d) := by
  have hc := fun z => (hasDerivAt_hyperbolic κ 0 z).1
  have hs := fun z => (hasDerivAt_hyperbolic κ 0 z).2
  -- two combinations of value and slope that do not change with position
  have hF : ∀ z, HasDerivAt (fun z : ℝ => κ * (Real.cosh (κ * (z - 0)) * φ z)
      - Real.sinh (κ * (z - 0)) * φ' z) 0 z := fun z => by
    refine ((((hc z).fun_mul (h1 z)).const_mul (κ : ℂ)).fun_sub
      ((hs z).fun_mul (h2 z))).congr_deriv ?_
    simp only [ofReal_pow]
    ring
  have hG : ∀ z, HasDerivAt (fun z : ℝ => Real.cosh (κ * (z - 0)) * φ' z
      - κ * (Real.sinh (κ * (z - 0)) * φ z)) 0 z := fun z => by
    refine (((hc z).fun_mul (h2 z)).fun_sub
      (((hs z).fun_mul (h1 z)).const_mul (κ : ℂ))).congr_deriv ?_
    simp only [ofReal_pow]
    ring
  have eF := is_const_of_deriv_eq_zero (fun z => (hF z).differentiableAt)
    (fun z => (hF z).deriv) 0 d
  have eG := is_const_of_deriv_eq_zero (fun z => (hG z).differentiableAt)
    (fun z => (hG z).deriv) 0 d
  simp only [sub_zero, mul_zero, Real.cosh_zero, Real.sinh_zero, ofReal_one, ofReal_zero,
    zero_mul, one_mul] at eF eG
  exact ⟨eF, eG⟩
```

## Eliminating the reflected wave

Write $C=\cosh\kappa d$ and $S=\sinh\kappa d$. The matching conditions turn the transfer relations into

$$\kappa(1+r)=(\kappa C-ik_RS)t,\qquad ik_L(1-r)=(ik_RC-\kappa S)t .$$

Multiply the first by $k_L$, the second by $-i\kappa$, and add:

$$2k_L\kappa=t\,[\kappa C(k_L+k_R)+iS(\kappa^2-k_Lk_R)].$$

This is `key`. Taking squared moduli and using $C^2=1+S^2$ gives $T=4k_Lk_R\kappa^2/D$ with

$$D=\kappa^2(k_L+k_R)^2+(k_L^2+\kappa^2)(k_R^2+\kappa^2)S^2 .$$

For $k_L=k_R=k$ it reads

$$T=\frac{1}{1+\dfrac{(k^2+\kappa^2)^2\sinh^2\kappa d}{4k^2\kappa^2}} .$$

```lean
/-- Matching forces the transmission probability of a barrier with `U > 0` between leads of
positive wavenumbers `kL` and `kR`. -/
theorem transmission_eq {kL kR U g d : ℝ} {t : ℂ} (hL : 0 < kL) (hR : 0 < kR) (hU : 0 < U)
    (h : IsTransmitted kL kR U g d t) :
    transmission kL kR t = 4 * kL * kR * decay U g ^ 2 /
      (decay U g ^ 2 * (kL + kR) ^ 2 + (kL ^ 2 + decay U g ^ 2) * (kR ^ 2 + decay U g ^ 2)
        * Real.sinh (decay U g * d) ^ 2) := by
  obtain ⟨r, φ, φ', h1, h2, a0, b0, ad, bd⟩ := h
  have hκ := decay_pos hU g
  obtain ⟨e1, e2⟩ := barrier_transfer (decay U g) d h1
    (fun z => by rw [decay_sq hU g]; exact h2 z)
  rw [a0, ad, bd] at e1
  rw [b0, ad, bd] at e2
  have hCS := Real.cosh_sq (decay U g * d)
  generalize Real.cosh (decay U g * d) = C at e1 e2 hCS
  generalize Real.sinh (decay U g * d) = S at e1 e2 hCS ⊢
  generalize decay U g = κ at e1 e2 hκ ⊢
  -- eliminate the reflected amplitude
  have key : t * (((κ * C * (kL + kR) : ℝ) : ℂ) + ((S * (κ ^ 2 - kL * kR) : ℝ) : ℂ) * I)
      = ((2 * kL * κ : ℝ) : ℂ) := by
    push_cast
    linear_combination -(kL : ℂ) * e1 + I * κ * e2
      - (κ * kL * (1 - r) - κ * C * kR * t) * I_sq
  have hn := congrArg normSq key
  rw [normSq_mul, normSq_add_mul_I, normSq_ofReal, normSq_eq_norm_sq] at hn
  have hT : ‖t‖ ^ 2 * (κ ^ 2 * (kL + kR) ^ 2 + (kL ^ 2 + κ ^ 2) * (kR ^ 2 + κ ^ 2) * S ^ 2)
      = 4 * kL ^ 2 * κ ^ 2 := by
    linear_combination hn - ‖t‖ ^ 2 * κ ^ 2 * (kL + kR) ^ 2 * hCS
  rw [transmission, eq_div_iff (by positivity), mul_assoc, hT]
  field_simp
```

A solution does exist. Solve `key` for $t$; the bracket is nonzero because its real part is positive. Then continue the outgoing wave backwards,

$$\varphi(z)=t\left[\cosh\kappa(z-d)+\frac{ik_R}{\kappa}\sinh\kappa(z-d)\right],$$

and set $r=\varphi(0)-1$. Three matching conditions hold by construction, and the entrance slope follows from the equation for $t$.

```lean
/-- For `U > 0` and positive lead wavenumbers the explicit amplitude
`2 kL κ / (κ (kL + kR) cosh κd + i (κ² - kL kR) sinh κd)` solves the matching problem. -/
theorem isTransmitted_witness {kL kR U : ℝ} (hL : 0 < kL) (hR : 0 < kR) (hU : 0 < U) (g d : ℝ) :
    IsTransmitted kL kR U g d (2 * (kL : ℂ) * (decay U g : ℂ) /
      (((decay U g * Real.cosh (decay U g * d) * (kL + kR) : ℝ) : ℂ)
        + ((Real.sinh (decay U g * d) * (decay U g ^ 2 - kL * kR) : ℝ) : ℂ) * I)) := by
  have hκ := decay_pos hU g
  have hW : (decay U g : ℂ) ^ 2 = ((U + g ^ 2 : ℝ) : ℂ) := by
    rw [← decay_sq hU g, ofReal_pow]
  unfold IsTransmitted
  generalize decay U g = κ at hκ hW ⊢
  have hκ' : (κ : ℂ) ≠ 0 := ofReal_ne_zero.2 hκ.ne'
  have hD : ((κ * Real.cosh (κ * d) * (kL + kR) : ℝ) : ℂ)
      + ((Real.sinh (κ * d) * (κ ^ 2 - kL * kR) : ℝ) : ℂ) * I ≠ 0 := by
    intro h
    have hn := congrArg normSq h
    rw [normSq_add_mul_I, map_zero] at hn
    have hC := Real.cosh_pos (κ * d)
    have ha : 0 < (κ * Real.cosh (κ * d) * (kL + kR)) ^ 2 := by positivity
    linarith [sq_nonneg (Real.sinh (κ * d) * (κ ^ 2 - kL * kR))]
  have htD := div_mul_cancel₀ (2 * (kL : ℂ) * (κ : ℂ)) hD
  generalize 2 * (kL : ℂ) * (κ : ℂ) / _ = t at htD ⊢
  simp only [ofReal_mul, ofReal_add, ofReal_sub, ofReal_pow] at htD
  obtain ⟨q, hq⟩ : ∃ q : ℂ, q * κ = I * kR := ⟨I * kR / κ, div_mul_cancel₀ _ hκ'⟩
  have h0 : κ * (0 - d) = -(κ * d) := by ring
  -- continue the outgoing wave backwards from the exit face
  refine ⟨t * (Real.cosh (κ * d) - q * Real.sinh (κ * d)) - 1,
    fun z => t * (Real.cosh (κ * (z - d)) + q * Real.sinh (κ * (z - d))),
    fun z => t * (κ * Real.sinh (κ * (z - d)) + I * kR * Real.cosh (κ * (z - d))),
    fun z => ?_, fun z => ?_, ?_, ?_, ?_, ?_⟩
  · obtain ⟨hc, hs⟩ := hasDerivAt_hyperbolic κ d z
    refine ((hc.fun_add (hs.const_mul q)).const_mul t).congr_deriv ?_
    beta_reduce
    linear_combination t * Real.cosh (κ * (z - d)) * hq
  · obtain ⟨hc, hs⟩ := hasDerivAt_hyperbolic κ d z
    refine (((hs.const_mul (κ : ℂ)).fun_add (hc.const_mul (I * kR))).const_mul t).congr_deriv ?_
    beta_reduce
    linear_combination t * (Real.cosh (κ * (z - d)) + q * Real.sinh (κ * (z - d))) * hW
      - t * κ * Real.sinh (κ * (z - d)) * hq
  · simp only [h0, Real.cosh_neg, Real.sinh_neg, ofReal_neg]
    ring
  · simp only [h0, Real.cosh_neg, Real.sinh_neg, ofReal_neg]
    apply mul_left_cancel₀ hκ'
    linear_combination I * htD - I * kL * t * Real.sinh (κ * d) * hq
      - t * κ ^ 2 * Real.sinh (κ * d) * I_sq
  · simp only [sub_self, mul_zero, Real.cosh_zero, Real.sinh_zero, ofReal_one, ofReal_zero]
    ring
  · simp only [sub_self, mul_zero, Real.cosh_zero, Real.sinh_zero, ofReal_one, ofReal_zero]
    ring
```

## Bounds that separate matching from decay

Let $A=(k_L^2+\kappa^2)(k_R^2+\kappa^2)$. Two identities,

$$AC^2-D=(\kappa^2-k_Lk_R)^2,$$
$$D-4k_Lk_R\kappa^2C^2=\kappa^2(k_L-k_R)^2C^2+(\kappa^2-k_Lk_R)^2S^2,$$

have nonnegative right-hand sides, so

$$\frac{4k_Lk_R\kappa^2}{A\,C^2}\le T\le\frac1{C^2}.$$

The squares are given to `nlinarith` as hints.

```lean
/-- For `U > 0` and positive lead wavenumbers the transmission lies between a positive constant
over `cosh² κd` and `1 / cosh² κd`. -/
theorem transmission_bounds {kL kR U g d : ℝ} {t : ℂ} (hL : 0 < kL) (hR : 0 < kR) (hU : 0 < U)
    (h : IsTransmitted kL kR U g d t) :
    4 * kL * kR * decay U g ^ 2 / ((kL ^ 2 + decay U g ^ 2) * (kR ^ 2 + decay U g ^ 2))
      / Real.cosh (decay U g * d) ^ 2 ≤ transmission kL kR t ∧
    transmission kL kR t ≤ 1 / Real.cosh (decay U g * d) ^ 2 := by
  rw [transmission_eq hL hR hU h]
  have hκ := decay_pos hU g
  have hC := Real.cosh_pos (decay U g * d)
  have hCS := Real.cosh_sq (decay U g * d)
  generalize Real.cosh (decay U g * d) = C at hC hCS ⊢
  generalize Real.sinh (decay U g * d) = S at hCS ⊢
  generalize decay U g = κ at hκ ⊢
  constructor
  · rw [div_div]
    apply div_le_div_of_nonneg_left (by positivity) (by positivity)
    rw [hCS]
    nlinarith [sq_nonneg (κ ^ 2 - kL * kR)]
  · rw [div_le_div_iff₀ (by positivity) (by positivity), hCS]
    nlinarith [sq_nonneg (S * (κ ^ 2 - kL * kR)), sq_nonneg (κ * S * (kL - kR)),
      sq_nonneg (κ * (kL - kR))]
```

Now take two channels with decay constants $\kappa_1,\kappa_2$ and transmissions $T_1,T_2$; the second may have its own leads, `kL'` and `kR'`. For $d\ge0$, $\cosh\kappa_1d\le e^{\kappa_1d}$ and $\cosh\kappa_2d\ge e^{\kappa_2d}/2$. The lower bound for $T_1$ and the upper bound for $T_2$ give

$$\frac{T_1}{T_2}\ge\frac{k_Lk_R\kappa_1^2}{(k_L^2+\kappa_1^2)(k_R^2+\kappa_1^2)}\,e^{2(\kappa_2-\kappa_1)d}.$$

The leads of the second channel do not appear in the bound.

```lean
/-- Filtering at finite thickness `d ≥ 0`, for `U > 0` and positive lead wavenumbers: the ratio of
two channels' transmissions is at least a constant, set by the first channel, times
`exp(2(κ₂ - κ₁)d)`. -/
theorem filtering_bound {kL kR kL' kR' U g₁ g₂ d : ℝ} {t₁ t₂ : ℂ} (hL : 0 < kL) (hR : 0 < kR)
    (hL' : 0 < kL') (hR' : 0 < kR') (hU : 0 < U) (hd : 0 ≤ d)
    (h₁ : IsTransmitted kL kR U g₁ d t₁) (h₂ : IsTransmitted kL' kR' U g₂ d t₂) :
    kL * kR * decay U g₁ ^ 2 / ((kL ^ 2 + decay U g₁ ^ 2) * (kR ^ 2 + decay U g₁ ^ 2))
      * Real.exp (2 * (decay U g₂ - decay U g₁) * d)
      ≤ transmission kL kR t₁ / transmission kL' kR' t₂ := by
  have lo := (transmission_bounds hL hR hU h₁).1
  obtain ⟨lo₂, up⟩ := transmission_bounds hL' hR' hU h₂
  have hκ₁ := decay_pos hU g₁
  have hκ₂ := decay_pos hU g₂
  generalize decay U g₁ = κ₁ at *
  generalize decay U g₂ = κ₂ at *
  have hC₁ := Real.cosh_pos (κ₁ * d)
  have hC₂ := Real.cosh_pos (κ₂ * d)
  have pos : 0 < transmission kL' kR' t₂ := lt_of_lt_of_le (by positivity) lo₂
  have c₁ : Real.cosh (κ₁ * d) ≤ Real.exp (κ₁ * d) := by
    have h : Real.exp (-(κ₁ * d)) ≤ Real.exp (κ₁ * d) :=
      Real.exp_le_exp.2 (by linarith [mul_nonneg hκ₁.le hd])
    rw [Real.cosh_eq]
    linarith
  have c₂ : Real.exp (κ₂ * d) / 2 ≤ Real.cosh (κ₂ * d) := by
    rw [Real.cosh_eq]
    linarith [Real.exp_pos (-(κ₂ * d))]
  have hexp : Real.exp (2 * (κ₂ - κ₁) * d)
      = Real.exp (κ₂ * d) ^ 2 / Real.exp (κ₁ * d) ^ 2 := by
    rw [← Real.exp_nat_mul, ← Real.exp_nat_mul, ← Real.exp_sub]
    congr 1
    push_cast
    ring
  rw [le_div_iff₀ pos]
  calc _ ≤ kL * kR * κ₁ ^ 2 / ((kL ^ 2 + κ₁ ^ 2) * (kR ^ 2 + κ₁ ^ 2))
        * Real.exp (2 * (κ₂ - κ₁) * d) * (1 / (Real.exp (κ₂ * d) / 2) ^ 2) :=
        mul_le_mul_of_nonneg_left (up.trans (by gcongr)) (by positivity)
    _ = 4 * kL * kR * κ₁ ^ 2 / ((kL ^ 2 + κ₁ ^ 2) * (kR ^ 2 + κ₁ ^ 2))
        / Real.exp (κ₁ * d) ^ 2 := by
        rw [hexp]
        have hE := (Real.exp_pos (κ₂ * d)).ne'
        generalize Real.exp (κ₂ * d) = E at hE ⊢
        have h4 : E ^ 2 * (1 / (E / 2) ^ 2) = 4 := by
          field_simp
          norm_num
        linear_combination kL * kR * κ₁ ^ 2 / ((kL ^ 2 + κ₁ ^ 2) * (kR ^ 2 + κ₁ ^ 2))
          / Real.exp (κ₁ * d) ^ 2 * h4
    _ ≤ _ := by gcongr
    _ ≤ _ := lo
```

## The limit of a thick barrier

If $|g_1|<|g_2|$, then $\kappa_1<\kappa_2$, and the exponential bound diverges. The amplitudes `t₁` and `t₂` are functions of $d$ that solve the matching problem at every positive width, while $U$ and all lead wavenumbers stay fixed.

In tunnel junctions, symmetry filtering concerns Bloch states and the complex bands of a crystalline barrier. Here a single lateral plane wave stands in for the lateral structure of such a state. The model is non-interacting, with a constant barrier and uncoupled channels. In a crystalline barrier the decay constants come from the complex bands and need not increase with the lateral wavenumber, so the ordering by $|g|$ proved here belongs to the constant barrier.

```lean
/-- Symmetry filtering: for `U > 0`, positive lead wavenumbers and `|g₁| < |g₂|`, the ratio of the
transmission at `g₁` to that at `g₂` tends to infinity with the barrier width. -/
theorem symmetry_filtering {kL kR kL' kR' U g₁ g₂ : ℝ} {t₁ t₂ : ℝ → ℂ} (hL : 0 < kL)
    (hR : 0 < kR) (hL' : 0 < kL') (hR' : 0 < kR') (hU : 0 < U) (hg : |g₁| < |g₂|)
    (h₁ : ∀ d, 0 < d → IsTransmitted kL kR U g₁ d (t₁ d))
    (h₂ : ∀ d, 0 < d → IsTransmitted kL' kR' U g₂ d (t₂ d)) :
    Tendsto (fun d => transmission kL kR (t₁ d) / transmission kL' kR' (t₂ d)) atTop atTop := by
  have hκ := decay_pos hU g₁
  have hlt : decay U g₁ < decay U g₂ :=
    Real.sqrt_lt_sqrt (by positivity) (by linarith [sq_lt_sq.2 hg])
  have hδ : 0 < 2 * (decay U g₂ - decay U g₁) := by linarith
  have hc : 0 < kL * kR * decay U g₁ ^ 2
      / ((kL ^ 2 + decay U g₁ ^ 2) * (kR ^ 2 + decay U g₁ ^ 2)) := by positivity
  -- the exponential lower bound already diverges
  refine tendsto_atTop_mono' atTop ?_
    ((Real.tendsto_exp_atTop.comp (tendsto_id.const_mul_atTop hδ)).const_mul_atTop hc)
  filter_upwards [eventually_gt_atTop 0] with d hd
  exact filtering_bound hL hR hL' hR' hU hd.le (h₁ d hd) (h₂ d hd)
```

With $g_1=0$, $g_2=g\ne0$ and the same $k$ in all leads, the flux factors equal one, and the ratio is that of the two $|t|^2$. Keeping $k$ the same for both channels is an idealisation: in free-electron leads at fixed energy, $k$ would change with $g$, a case that the preceding theorem allows.

```lean
/-- Identical leads of wavenumber `k > 0` and `U > 0`: the ratio of `|t|²` at `g = 0` to `|t|²` at
`g ≠ 0` tends to infinity with the barrier width. -/
theorem symmetry_filtering_normal {k U g : ℝ} {t₀ t : ℝ → ℂ} (hk : 0 < k) (hU : 0 < U)
    (hg : g ≠ 0) (h₀ : ∀ d, 0 < d → IsTransmitted k k U 0 d (t₀ d))
    (h : ∀ d, 0 < d → IsTransmitted k k U g d (t d)) :
    Tendsto (fun d => ‖t₀ d‖ ^ 2 / ‖t d‖ ^ 2) atTop atTop := by
  have hlim := symmetry_filtering hk hk hk hk hU (by rw [abs_zero]; exact abs_pos.2 hg) h₀ h
  simpa only [transmission, div_self hk.ne', one_mul] using hlim

end

end SymmetryFiltering
```

```lean
#print axioms SymmetryFiltering.lateral_separation
#print axioms SymmetryFiltering.barrier_transfer
#print axioms SymmetryFiltering.symmetry_filtering_normal
```

```
'SymmetryFiltering.lateral_separation' depends on axioms: [propext, Classical.choice, Quot.sound]
'SymmetryFiltering.barrier_transfer' depends on axioms: [propext, Classical.choice, Quot.sound]
'SymmetryFiltering.symmetry_filtering_normal' depends on axioms: [propext, Classical.choice, Quot.sound]
```
